# In SU(2) only $I$ fixes a nonzero spinor, $-I$ is the only involution, and nontrivial finite subgroups sum to zero

Let $I$ be the $2\times2$ unit matrix and $\sigma_z=\mathrm{diag}(1,-1)$. Both $\{I,-I\}$ and $\{I,\sigma_z\}$ are groups of two unitary matrices. The first sums to zero, the second to $\mathrm{diag}(2,0)$. The spinor $(1,0)$ survives in the second sum because $\sigma_z$ leaves it fixed, while $-I$ moves every nonzero spinor. The determinants are $\det(-I)=1$ and $\det\sigma_z=-1$. Cancellation does not need pairs of opposite sign: with $\omega=e^{2\pi i/3}$, the powers of $\mathrm{diag}(\omega^2,\omega)$ form a group of order three without $-I$, and their sum vanishes because $1+\omega+\omega^2=0$.

## The objects

```lean
import Mathlib

open Matrix
open scoped ComplexOrder

namespace SpinHalfSU2

/-- Complex 2×2 matrices, the operators on a spin one-half. -/
abbrev Mat := Matrix (Fin 2) (Fin 2) ℂ

/-- The unitary group U(2). -/
abbrev U2 := Matrix.unitaryGroup (Fin 2) ℂ

/-- SU(2): the unitary 2×2 matrices of determinant one. -/
def SU2 : Subgroup U2 where
  carrier := {U | (U : Mat).det = 1}
  one_mem' := by
    show (1 : Mat).det = 1
    exact det_one
  mul_mem' := by
    intro a b ha hb
    have ha' : (a : Mat).det = 1 := ha
    have hb' : (b : Mat).det = 1 := hb
    show ((a : Mat) * (b : Mat)).det = 1
    rw [det_mul, ha', hb', one_mul]
  inv_mem' := by
    intro a ha
    have ha' : (a : Mat).det = 1 := ha
    show ((a : Mat)ᴴ).det = 1
    rw [det_conjTranspose, ha', star_one]
```

A spinor $\psi=(\psi_0,\psi_1)$ is a function `Fin 2 → ℂ`, with index 0 for spin up along $z$. It is a vector, not a ray, and is not normalised, so "fixed" means $U\psi=\psi$ exactly and not up to a phase. An element `U : U2` is a matrix together with its unitarity, `(U : Mat)` is the bare matrix, `ᴴ` is the adjoint $\dagger$ and `*ᵥ` is the action on a spinor. `SU2` is the subgroup with $\det U=1$. Physically its elements are the spin rotations $\exp(-i\theta\,\mathbf n\cdot\boldsymbol\sigma/2)$ through an angle $\theta$ about a unit axis $\mathbf n$, where $\boldsymbol\sigma$ is the vector of Pauli matrices; this parametrisation plays no part in the statements. Three matrices are named: $-I$ (the rotation through $2\pi$), $\sigma_z$, and $i\sigma_z$ (through $-\pi$ about $z$).

```lean
/-- The unitary matrix -I. -/
def negOne : U2 := ⟨-1, by rw [mem_unitaryGroup_iff]; simp⟩

/-- The Pauli matrix σz as an element of U(2). -/
def sigmaZ : U2 := ⟨!![1, 0; 0, -1], by
  rw [mem_unitaryGroup_iff]
  ext i j
  fin_cases i <;> fin_cases j <;>
    simp [Matrix.mul_apply, Fin.sum_univ_two, Matrix.star_apply]⟩

/-- The matrix iσz as an element of U(2). -/
def iSigmaZ : U2 := ⟨!![Complex.I, 0; 0, -Complex.I], by
  rw [mem_unitaryGroup_iff]
  ext i j
  fin_cases i <;> fin_cases j <;>
    simp [Matrix.mul_apply, Fin.sum_univ_two, Matrix.star_apply]⟩
```

## Unitarity and unit determinant

Unitarity says that $U$ preserves transition amplitudes. Unit determinant restricts the overall phase: if $U$ is in SU(2), then $e^{i\alpha}U$ with real $\alpha$ is in SU(2) only for $e^{i\alpha}=\pm1$. By hand the two hypotheses meet in one step. Write $U=\begin{pmatrix}a&b\\c&d\end{pmatrix}$ and $\operatorname{adj}U=\begin{pmatrix}d&-b\\-c&a\end{pmatrix}$. Then $U\operatorname{adj}U=(\det U)\,I=I$, and with $U^\dagger U=I$,
$$U^\dagger=U^\dagger\,(U\operatorname{adj}U)=\operatorname{adj}U,\qquad U+U^\dagger=(a+d)\,I=(\operatorname{tr}U)\,I .$$
In `add_adjoint` unitarity is `hu`, the determinant enters through `hd` into `ha`, and the `calc` block is the first equation. The explicit adjugate `adjugate_fin_two` is where the size two is used.

```lean
/-- For U in SU(2), U + U† = (tr U) I. -/
theorem add_adjoint {U : U2} (hU : U ∈ SU2) :
    (U : Mat) + (U : Mat)ᴴ = (U : Mat).trace • (1 : Mat) := by
  have hd : (U : Mat).det = 1 := hU
  have hu : (U : Mat)ᴴ * (U : Mat) = 1 := mem_unitaryGroup_iff'.mp U.2
  -- both U† and the adjugate are the inverse of U
  have ha : (U : Mat) * adjugate (U : Mat) = 1 := by rw [mul_adjugate, hd, one_smul]
  have h : (U : Mat)ᴴ = adjugate (U : Mat) := by
    calc (U : Mat)ᴴ = (U : Mat)ᴴ * ((U : Mat) * adjugate (U : Mat)) := by rw [ha, mul_one]
      _ = adjugate (U : Mat) := by rw [← mul_assoc, hu, one_mul]
  rw [h, adjugate_fin_two, trace_fin_two]
  ext i j
  fin_cases i <;> fin_cases j <;> simp [add_comm]
```

Unitarity is used again in expanding
$$(U-I)^\dagger(U-I)=U^\dagger U+I-(U+U^\dagger)=(2-\operatorname{tr}U)\,I ,$$
and `noncomm_ring` does the multiplication.

```lean
/-- For U in SU(2), (U - I)†(U - I) = (2 - tr U) I. -/
theorem defect_identity {U : U2} (hU : U ∈ SU2) :
    ((U : Mat) - 1)ᴴ * ((U : Mat) - 1) = (2 - (U : Mat).trace) • (1 : Mat) := by
  have hu : (U : Mat)ᴴ * (U : Mat) = 1 := mem_unitaryGroup_iff'.mp U.2
  rw [conjTranspose_sub, conjTranspose_one]
  calc ((U : Mat)ᴴ - 1) * ((U : Mat) - 1)
      = (U : Mat)ᴴ * (U : Mat) + 1 - ((U : Mat) + (U : Mat)ᴴ) := by noncomm_ring
    _ = (2 - (U : Mat).trace) • (1 : Mat) := by
      rw [hu, add_adjoint hU, sub_smul, two_smul]
```

Without unitarity, the shear $\begin{pmatrix}1&1\\0&1\end{pmatrix}$ has determinant one, differs from $I$ and fixes $(1,0)$.

## The hypothesis $U\ne I$

The operation must be something other than the identity, which fixes every spinor. Suppose $U\psi=\psi$. Then $(U-I)\psi=0$, and multiplying by $(U-I)^\dagger$ gives $(2-\operatorname{tr}U)\,\psi=0$. Either $\psi=0$, or $\operatorname{tr}U=2$. In the second case $A=U-I$ obeys $A^\dagger A=0$; its trace is $\sum_{ij}|A_{ij}|^2$, so $A=0$, which $U\neq I$ forbids. In Lean `h0` and `h2` are the two equations, `smul_eq_zero` gives the alternative, `conjTranspose_mul_self_eq_zero` gives $A=0$, and `h1` closes that branch.

```lean
/-- An element of SU(2) other than I leaves only the zero spinor fixed. -/
theorem fixed_spinor_eq_zero {U : U2} (hU : U ∈ SU2) (h1 : U ≠ 1) {ψ : Fin 2 → ℂ}
    (hψ : (U : Mat) *ᵥ ψ = ψ) : ψ = 0 := by
  have h0 : ((U : Mat) - 1) *ᵥ ψ = 0 := by rw [sub_mulVec, one_mulVec, hψ, sub_self]
  have hs : ∀ c : ℂ, (c • (1 : Mat)) *ᵥ ψ = c • ψ := by
    intro c
    rw [Matrix.smul_mulVec, one_mulVec]
  have h2 : (2 - (U : Mat).trace) • ψ = 0 := by
    rw [← hs, ← defect_identity hU, ← mulVec_mulVec, h0, mulVec_zero]
  rcases smul_eq_zero.mp h2 with hc | hz
  · -- tr U = 2 makes (U - I)†(U - I) vanish, hence U = I
    have h3 := defect_identity hU
    rw [hc, zero_smul, conjTranspose_mul_self_eq_zero] at h3
    exact absurd (Subtype.ext (sub_eq_zero.mp h3)) h1
  · exact hz
```

If a matrix $M$ obeys $UM=M$, each column $j$, with components $M_{kj}$, is a fixed spinor (`hcol`), so $M=0$.

```lean
/-- If U in SU(2) differs from I and U M = M, then the matrix M is zero. -/
theorem fixed_matrix_eq_zero {U : U2} (hU : U ∈ SU2) (h1 : U ≠ 1) {M : Mat}
    (hM : (U : Mat) * M = M) : M = 0 := by
  ext i j
  -- each column of M is a fixed spinor
  have hcol : (U : Mat) *ᵥ (fun k => M k j) = fun k => M k j := by
    funext k
    exact congrFun (congrFun hM k) j
  exact congrFun (fixed_spinor_eq_zero hU h1 hcol) i
```

Order two means $U^2=I$ and $U\neq I$, so here the hypothesis is part of the assumption. The matrix $-I$ has determinant $(-1)^2=1$, squares to $I$ and differs from $I$. Conversely, $U(U+I)=U^2+U=U+I$, so $U+I$ is a fixed matrix and vanishes. The proof extracts `h1` and `h3` from `orderOf U = 2` and passes `h4` to `fixed_matrix_eq_zero`.

```lean
/-- The matrix -I lies in SU(2) and has order two. -/
theorem negOne_mem_and_order : negOne ∈ SU2 ∧ orderOf negOne = 2 := by
  refine ⟨?_, orderOf_eq_prime ?_ ?_⟩
  · show (-1 : Mat).det = 1
    simp [det_fin_two]
  · rw [pow_two]
    apply Subtype.ext
    show (-1 : Mat) * (-1) = 1
    simp
  · intro h
    have h' : (-1 : Mat) 0 0 = (1 : Mat) 0 0 := congrArg (fun V : U2 => (V : Mat) 0 0) h
    norm_num at h'

/-- An element of SU(2) has order two exactly when it is -I. -/
theorem orderOf_eq_two_iff {U : U2} (hU : U ∈ SU2) : orderOf U = 2 ↔ U = negOne := by
  constructor
  · intro h
    have h1 : U ≠ 1 := by
      rintro rfl
      simp at h
    have h2 : U * U = 1 := by
      have hp := pow_orderOf_eq_one U
      rwa [h, pow_two] at hp
    have h3 : (U : Mat) * (U : Mat) = 1 := congrArg Subtype.val h2
    -- U fixes U + I
    have h4 : (U : Mat) * ((U : Mat) + 1) = (U : Mat) + 1 := by
      rw [mul_add, h3, mul_one, add_comm]
    exact Subtype.ext (eq_neg_of_add_eq_zero_left (fixed_matrix_eq_zero hU h1 h4))
  · rintro rfl
    exact negOne_mem_and_order.2
```

## Finiteness, nontriviality and $G\le\mathrm{SU}(2)$

A symmetry group is `G : Subgroup U2`. The hypothesis `hG : G ≤ SU2` gives each element unit determinant, `[Fintype G]` says that $G$ has finitely many elements $|G|$, as does the group formed by both spin matrices $\pm g$ of every operation in a finite point group (one matrix per operation need not give a group), and `G ≠ ⊥` says $G\ne\{I\}$. Without finiteness there is neither a finite sum nor a parity to speak of; SU(2) itself and its continuous subgroups are not treated.

Let $S=\sum_{g\in G}g$. For $u\in G$ the map $g\mapsto ug$ permutes $G$, so $uS=\sum_g ug=S$. If some $u\ne I$ exists, then $S=0$; `hG` is needed only for this one $u$, as `hG huG`. For $G=\{I\}$ the sum is $I\neq0$, which makes the theorem an equivalence, and `Finset.sum_eq_single` reduces the sum to that one term.

```lean
/-- The matrices of a finite subgroup of SU(2) sum to zero exactly when the subgroup is
nontrivial. -/
theorem sum_eq_zero_iff (G : Subgroup U2) [Fintype G] (hG : G ≤ SU2) :
    ∑ g : G, ((g : U2) : Mat) = 0 ↔ G ≠ ⊥ := by
  constructor
  · intro h hb
    have hall : ∀ g : G, g = 1 := fun g =>
      Subtype.ext ((Subgroup.eq_bot_iff_forall G).mp hb g.1 g.2)
    rw [Finset.sum_eq_single (1 : G) (fun b _ hb1 => absurd (hall b) hb1)
      (fun hn => absurd (Finset.mem_univ _) hn)] at h
    have h' : (1 : Mat) = 0 := h
    exact one_ne_zero h'
  · intro hb
    obtain ⟨u, huG, hu1⟩ : ∃ u ∈ G, u ≠ 1 := by
      by_contra hc
      apply hb
      rw [Subgroup.eq_bot_iff_forall]
      intro x hx
      by_contra hx1
      exact hc ⟨x, hx, hx1⟩
    apply fixed_matrix_eq_zero (hG huG) hu1
    -- rearrangement: left multiplication by u permutes the group
    rw [Finset.mul_sum]
    exact Equiv.sum_comp (Equiv.mulLeft (⟨u, huG⟩ : G)) (fun g : G => ((g : U2) : Mat))
```

The parity criterion needs no nontriviality: $\{I\}$ has odd order and lacks $-I$. If $-I\in G$, the elements fall into pairs $\{g,-g\}$, so $|G|$ is even. If $|G|$ is even, pair each $g$ with $g^{-1}$; the elements left alone, those with $g^2=I$, are even in number and include $I$, so there is another, which has order two and hence equals $-I$. Lean replaces the two pairings by the general theorems of which they are cases, Lagrange's (`orderOf_dvd_card`) and Cauchy's for the prime 2 (`exists_prime_orderOf_dvd_card`). Only the second direction uses `hG`.

```lean
/-- A finite subgroup of SU(2) contains -I exactly when its order is even. -/
theorem negOne_mem_iff_even (G : Subgroup U2) [Fintype G] (hG : G ≤ SU2) :
    negOne ∈ G ↔ Even (Fintype.card G) := by
  rw [even_iff_two_dvd]
  constructor
  · intro h
    have h2 : orderOf (⟨negOne, h⟩ : G) = 2 :=
      (Subgroup.orderOf_coe (⟨negOne, h⟩ : G)).symm.trans negOne_mem_and_order.2
    have hd : orderOf (⟨negOne, h⟩ : G) ∣ Fintype.card G := orderOf_dvd_card
    rwa [h2] at hd
  · intro h
    -- a group of even order has an element of order two
    obtain ⟨g, hg⟩ := exists_prime_orderOf_dvd_card 2 h
    have h2 : orderOf (g : U2) = 2 := (Subgroup.orderOf_coe g).trans hg
    rw [← (orderOf_eq_two_iff (hG g.2)).mp h2]
    exact g.2
```

## Without the determinant

The theorem `sigmaZ_sharpness` states that the unitary $\sigma_z$ lies outside SU(2), fixes $(1,0)$, has order two and is not $-I$. Both single-element results therefore fail in U(2). The group $\{I,\sigma_z\}$ of the opening then has even order, lacks $-I$ and has a nonzero sum.

```lean
/-- The unitary matrix σz is not in SU(2); it fixes the spinor (1, 0) and has order two
while differing from -I. -/
theorem sigmaZ_sharpness : sigmaZ ∉ SU2 ∧ (sigmaZ : Mat) *ᵥ ![1, 0] = ![1, 0] ∧
    orderOf sigmaZ = 2 ∧ sigmaZ ≠ negOne := by
  refine ⟨?_, ?_, orderOf_eq_prime ?_ ?_, ?_⟩
  · intro h
    have h' : (!![1, 0; 0, -1] : Mat).det = 1 := h
    norm_num [det_fin_two] at h'
  · ext i
    fin_cases i <;> simp [sigmaZ, mulVec, dotProduct, Fin.sum_univ_two]
  · rw [pow_two]
    apply Subtype.ext
    show (!![1, 0; 0, -1] : Mat) * !![1, 0; 0, -1] = 1
    ext i j
    fin_cases i <;> fin_cases j <;> simp [Matrix.mul_apply, Fin.sum_univ_two]
  · intro h
    have h' : (-1 : ℂ) = 1 := congrArg (fun V : U2 => (V : Mat) 1 1) h
    norm_num at h'
  · intro h
    have h' : (1 : ℂ) = -1 := congrArg (fun V : U2 => (V : Mat) 0 0) h
    norm_num at h'
```

The phase $i$ restores the determinant, $\det(i\sigma_z)=i\cdot(-i)=1$, and changes the order: $(i\sigma_z)^2=-I$ (`hsq`), so the order is four. The generated group `Subgroup.zpowers iSigmaZ` is a nontrivial subgroup of SU(2). Since `Nat.card` is zero on infinite sets, the value 4 includes finiteness.

```lean
/-- The cyclic group generated by iσz is a nontrivial subgroup of SU(2) with four
elements. -/
theorem finite_subgroup_witness : Subgroup.zpowers iSigmaZ ≤ SU2 ∧
    Subgroup.zpowers iSigmaZ ≠ ⊥ ∧ Nat.card (Subgroup.zpowers iSigmaZ) = 4 := by
  have hsq : iSigmaZ ^ 2 = negOne := by
    rw [pow_two]
    apply Subtype.ext
    show (!![Complex.I, 0; 0, -Complex.I] : Mat) * !![Complex.I, 0; 0, -Complex.I] = -1
    ext i j
    fin_cases i <;> fin_cases j <;> simp [Matrix.mul_apply, Fin.sum_univ_two]
  have hne : negOne ≠ 1 := by
    intro h
    have h2 := negOne_mem_and_order.2
    rw [h] at h2
    simp at h2
  have h2 : negOne ^ 2 = 1 := by
    have hp := pow_orderOf_eq_one negOne
    rwa [negOne_mem_and_order.2] at hp
  have hord : orderOf iSigmaZ = 2 ^ (1 + 1) := by
    apply orderOf_eq_prime_pow
    · rw [pow_one, hsq]
      exact hne
    · rw [show 2 ^ (1 + 1) = 2 * 2 from rfl, pow_mul, hsq, h2]
  refine ⟨?_, ?_, ?_⟩
  · rw [Subgroup.zpowers_le]
    show (!![Complex.I, 0; 0, -Complex.I] : Mat).det = 1
    simp [det_fin_two]
  · rw [Ne, Subgroup.zpowers_eq_bot]
    intro h
    rw [h] at hord
    simp at hord
  · rw [Nat.card_zpowers, hord]
    norm_num

end SpinHalfSU2
```
```lean
#print axioms SpinHalfSU2.sum_eq_zero_iff
-- 'SpinHalfSU2.sum_eq_zero_iff' depends on axioms: [propext, Classical.choice, Quot.sound]
#print axioms SpinHalfSU2.negOne_mem_iff_even
-- 'SpinHalfSU2.negOne_mem_iff_even' depends on axioms: [propext, Classical.choice, Quot.sound]
#print axioms SpinHalfSU2.sigmaZ_sharpness
-- 'SpinHalfSU2.sigmaZ_sharpness' depends on axioms: [propext, Classical.choice, Quot.sound]
```

## Use and variations

For a single spin one-half with no orbital part and only unitary operations (time reversal is antiunitary and not included), the symmetriser $|G|^{-1}\sum_g g$ of a nontrivial finite $G\le\mathrm{SU}(2)$ is zero, so no nonzero spinor is totally symmetric, that is, fixed exactly by every element of $G$; invariance up to a phase is not excluded. A program that generates the SU(2) matrices of a double group can add them up as a check; a vanishing sum is necessary and not sufficient, because a list closed under $g\mapsto -g$ passes automatically.

The same argument shows that $g\psi=h\psi$ with $\psi\neq0$ and $g,h\in G\le\mathrm{SU}(2)$ forces $h^{-1}g=I$, so the orbit of any nonzero spinor has exactly $|G|$ members. The rotation picture, the shear, the order-three example, the statements about the group $\{I,\sigma_z\}$ and these last consequences are ordinary reasoning that Lean has not checked.

The rearrangement step is reusable for any average over a finite group: `Finset.mul_sum` moves the factor inside, and `Equiv.sum_comp` applied to `Equiv.mulLeft` reindexes the sum without naming the inverse permutation.

One could take Mathlib's special unitary group as the ambient type. The hypotheses `hU` and `hG` would then be absorbed into the type, but $\sigma_z$ would not be an element of it, and the counterexample would need a second group.
